# In half-filled, non-interacting rings of 4m+2 sites, the second-order energy per site of a staggered potential diverges as the ring grows

Put three spinless fermions on a ring of six sites, with hopping amplitude $-t$ between neighbours, $t>0$, and site energies alternating between $+x$ and $-x$. At $x=0$ the orbitals are plane waves of momentum $k$ and energy $-2t\cos k$. The alternating potential couples $k$ only to $k+\pi$, where the band energy has the opposite sign. One pair has energies $\mp 2t$ and two pairs have $\mp t$. Each pair repels, and its lower level moves to $-\sqrt{4t^2+x^2}$ or $-\sqrt{t^2+x^2}$. To second order the three occupied levels shift by

$$-\frac{x^2}{4t}-2\cdot\frac{x^2}{2t}=-\frac{5x^2}{4t}.$$

The two pairs closer to the Fermi points $k=\pm\pi/2$ contribute most. Larger rings have pairs closer still, and the question is whether the shift per site settles down as the ring grows.

## The energy and its $x^2$ coefficient

Take $N=4m+2$ sites, $N/2$ fermions and momenta $k_j=2\pi j/N$ with $j=0,\dots,N-1$. The claim is that the energy $E_N(x)$ satisfies

$$E_N(x)=-\tfrac12\sum_j\sqrt{4t^2\cos^2k_j+x^2},\qquad \lim_{x\to0}\frac{E_N(x)-E_N(0)}{x^2}=c_N=-\frac1{8t}\sum_j\frac1{|\cos k_j|},$$

and that $c_N/N\to-\infty$.

**Levels.** Write $\mathrm I$ for the imaginary unit and $i$ for the site, and try $\psi_i=(a+b(-1)^i)e^{\mathrm Iki}$. Hopping multiplies the $a$ part by $-2t\cos k$. It multiplies the $b$ part by $+2t\cos k$, because $(-1)^{i\pm1}=-(-1)^i$. The potential exchanges the two parts. An energy $E$ therefore requires

$$Ea=-2t\cos k\,a+xb,\qquad Eb=xa+2t\cos k\,b,$$

which has a nonzero solution exactly when $E^2=4t^2\cos^2k+x^2$.

**Filling.** Since $N$ is even, the momenta form $N/2$ pairs $k,k+\pi$, and the two orbitals of each pair together span all $N$ states. No $k_j$ is a Fermi point: $\cos k_j=0$ would make $2j$ an odd multiple of the odd number $2m+1$. So each pair has one negative and one positive level, and the $N/2$ fermions fill the negative ones. Summing over all $j$ counts every pair twice, hence the factor $\tfrac12$.

**Expansion.** With $A=2t|\cos k_j|>0$,

$$\frac{\sqrt{A^2+x^2}-A}{x^2}=\frac1{\sqrt{A^2+x^2}+A}\longrightarrow\frac1{2A}=\frac1{4t|\cos k_j|}.$$

Summing over $j$ and multiplying by $-\tfrac12$ gives $c_N$.

**Divergence.** For $0\le j\le m$ put $i=m-j$, now a counting index. Then $\pi/2-k_j=\pi(2i+1)/N$, so

$$0<\cos k_j=\sin\!\left(\frac{\pi(2i+1)}N\right)\le\frac{2\pi(i+1)}N.$$

All terms of the sum are positive, so keeping only these $m+1$ gives

$$\frac{c_N}N\le-\frac1{16\pi t}\sum_{i=0}^m\frac1{i+1},$$

and the harmonic sum diverges.

If distorting the lattice to produce $x$ costs an energy $Kx^2$ per site with fixed $K$, the uniform state of a sufficiently large ring is therefore unstable. The Lean theorem `cdw_instability` is named after this consequence but proves only the statements about $c_N$: $x$ is imposed, the elastic cost is not formalised, and no spontaneous order is derived. For simulation practice, this non-interacting model shows that a finite second-order coefficient on one cluster need not have a bulk limit per site.

## Hamiltonian, orbitals and filling in Lean

```lean
import Mathlib

open Filter Topology
open scoped Real

namespace StaggeredRing

noncomputable section
```

The Hamiltonian acts on complex amplitudes over the integers. Despite its name, `hop` includes the staggered potential.

```lean
/-- One-particle Hamiltonian with hopping `-t` and staggered site energies `x (-1)^i`. -/
def hop (t x : ℝ) (ψ : ℤ → ℂ) : ℤ → ℂ :=
  fun i => -t * (ψ (i + 1) + ψ (i - 1)) + x * (-1) ^ i * ψ i
```

The trial orbitals are unnormalised. On the ring, normalisation means $|a|^2+|b|^2=1/N$, which leaves the energies unchanged.

```lean
/-- Superposition of the plane waves with momenta `k` (amplitude `a`) and `k + π` (`b`). -/
def blochWave (k : ℝ) (a b : ℂ) : ℤ → ℂ :=
  fun i => (a + b * (-1) ^ i) * Complex.exp (k * i * Complex.I)
```

`levels t x k` is the set of real energies for which some nonzero pair of amplitudes solves the stationary equation at every site.

```lean
/-- Energies of the stationary states built from the momenta `k` and `k + π`. -/
def levels (t x k : ℝ) : Set ℝ :=
  {E | ∃ a b : ℂ, (a ≠ 0 ∨ b ≠ 0) ∧
    hop t x (blochWave k a b) = fun i => E * blochWave k a b i}

/-- The momentum `2πj/N` on the ring with `N = 4m+2` sites. -/
def kpt (m j : ℕ) : ℝ := 2 * π * j / (4 * m + 2)
```

The number `m` fixes the ring size, so only $N=4m+2$ occurs. A ring of $4m$ sites has a pair exactly at the Fermi points, whose lower level is $-|x|$, and no finite $x^2$ coefficient exists.

The ground energy is defined by filling the lowest level of each pair. That this is the minimum over all $N/2$-fermion states is the filling argument above; it enters through the definition and is the step from the Lean model to the many-body ring.

```lean
/-- Energy of the half-filled ring of `4m+2` sites: one spinless fermion in the lower level of each
pair `k, k + π`. The sum over all momenta meets each pair twice, hence the factor `1/2`. -/
def groundEnergy (m : ℕ) (t x : ℝ) : ℝ :=
  1 / 2 * ∑ j ∈ Finset.range (4 * m + 2), sInf (levels t x (kpt m j))
```

`cdwCoefficient` is $c_N$, the coefficient of $x^2$ and so half the second derivative of the energy.

```lean
/-- The sum `-(1/8t) ∑ 1/|cos k|` over the momenta of the ring, for `t ≠ 0`. -/
def cdwCoefficient (m : ℕ) (t : ℝ) : ℝ :=
  -(1 / (8 * t)) * ∑ j ∈ Finset.range (4 * m + 2), 1 / |Real.cos (kpt m j)|
```

## The two-level problem at each momentum

Periodicity over $4m+2$ sites makes the waves on the integers into states of the ring. The phase gained in one circuit is $2\pi j$, and the alternating sign returns because $4m+2$ is even.

```lean
/-- At the ring momenta the Bloch waves are periodic over the `4m+2` sites. -/
theorem blochWave_periodic (m j : ℕ) (a b : ℂ) (i : ℤ) :
    blochWave (kpt m j) a b (i + (4 * m + 2)) = blochWave (kpt m j) a b i := by
  have hN : (4 * (m : ℂ) + 2) ≠ 0 := by exact_mod_cast (by omega : 4 * m + 2 ≠ 0)
  have hd : 2 * (π : ℂ) * j / (4 * m + 2) * (4 * m + 2) = 2 * π * j := div_mul_cancel₀ _ hN
  have hs : (-1 : ℂ) ^ (4 * (m : ℤ) + 2) = 1 := Even.neg_one_zpow ⟨2 * m + 1, by ring⟩
  simp only [blochWave, kpt]
  rw [zpow_add₀ (by norm_num), hs, mul_one]
  congr 1
  refine Complex.exp_eq_exp_iff_exists_int.2 ⟨j, ?_⟩
  push_cast
  linear_combination Complex.I * hd
```

Next comes the action of the Hamiltonian on a pair. The auxiliary equations `e1`, `e2`, `s1` and `s2` give the exponentials and signs at neighbouring sites, and `hc` combines two exponentials into a cosine.

```lean
/-- The Hamiltonian mixes only `k` and `k + π`, whose band energies are `∓2t cos k`. -/
theorem hop_blochWave (t x k : ℝ) (a b : ℂ) : hop t x (blochWave k a b) =
    blochWave k (-2 * t * Real.cos k * a + x * b) (x * a + 2 * t * Real.cos k * b) := by
  funext i
  have e1 : Complex.exp (k * ((i + 1 : ℤ) : ℂ) * Complex.I)
      = Complex.exp (k * i * Complex.I) * Complex.exp (k * Complex.I) := by
    rw [← Complex.exp_add]; congr 1; push_cast; ring
  have e2 : Complex.exp (k * ((i - 1 : ℤ) : ℂ) * Complex.I)
      = Complex.exp (k * i * Complex.I) * Complex.exp (-k * Complex.I) := by
    rw [← Complex.exp_add]; congr 1; push_cast; ring
  have s1 : (-1 : ℂ) ^ (i + 1) = -(-1) ^ i := by rw [zpow_add_one₀ (by norm_num), mul_neg_one]
  have s2 : (-1 : ℂ) ^ (i - 1) = -(-1) ^ i := by
    rw [zpow_sub_one₀ (by norm_num), inv_neg, inv_one, mul_neg_one]
  have ss : (-1 : ℂ) ^ i * (-1) ^ i = 1 := by rw [← mul_zpow, neg_mul_neg, one_mul, one_zpow]
  have hc : Complex.exp (k * Complex.I) + Complex.exp (-k * Complex.I) = 2 * Real.cos k := by
    rw [Complex.ofReal_cos, Complex.two_cos]
  simp only [hop, blochWave]
  rw [e1, e2, s1, s2]
  generalize (-1 : ℂ) ^ i = s at *
  generalize Complex.exp (k * i * Complex.I) = p at *
  linear_combination (-t * (a - b * s) * p) * hc + x * b * p * ss
```

The lower level is then identified in two halves. To show that $-r$, with $r=\sqrt{4t^2\cos^2k+x^2}$, is a level, the proof exhibits amplitudes $(-r-2t\cos k,\;x)$. These can vanish when $r=-2t\cos k$, and in that case it uses $(x,\;-r+2t\cos k)$. To show that no level is lower, it reads the stationary equation at sites 0 and 1, recovers the two amplitude equations by adding and subtracting, and eliminates to $E^2=r^2$.

```lean
/-- Away from the Fermi points, and for `t ≠ 0`, the lower level is `-√(4t² cos² k + x²)`. -/
theorem isLeast_levels {t k : ℝ} (ht : t ≠ 0) (hk : Real.cos k ≠ 0) (x : ℝ) :
    IsLeast (levels t x k) (-√(4 * t ^ 2 * Real.cos k ^ 2 + x ^ 2)) := by
  have H := hop_blochWave t x k
  generalize Real.cos k = c at *
  constructor
  · have hr := Real.sq_sqrt (show 0 ≤ 4 * t ^ 2 * c ^ 2 + x ^ 2 by positivity)
    generalize √(4 * t ^ 2 * c ^ 2 + x ^ 2) = r at *
    have hrC : (r : ℂ) ^ 2 = 4 * t ^ 2 * c ^ 2 + x ^ 2 := by exact_mod_cast hr
    have mem : ∀ a b : ℂ, -2 * t * c * a + x * b = -r * a → x * a + 2 * t * c * b = -r * b →
        hop t x (blochWave k a b) = fun i => ((-r : ℝ) : ℂ) * blochWave k a b i := by
      intro a b h1 h2
      rw [H, h1, h2]
      funext i
      simp only [blochWave, Complex.ofReal_neg]
      ring
    by_cases h : r = -2 * t * c
    · refine ⟨x, -r + 2 * t * c, Or.inr fun h' => ?_, mem _ _ (by ring)
        (by linear_combination -hrC)⟩
      have h2 : -r + 2 * t * c = 0 := by exact_mod_cast h'
      exact mul_ne_zero ht hk (by linarith)
    · refine ⟨-r - 2 * t * c, x, Or.inl fun h' => h ?_, mem _ _ (by linear_combination -hrC)
        (by ring)⟩
      have h2 : -r - 2 * t * c = 0 := by exact_mod_cast h'
      linarith
  · rintro E ⟨a, b, hab, h⟩
    rw [H] at h
    -- compare amplitudes on sites 0 and 1
    have h0 := congrFun h 0
    have h1 := congrFun h 1
    simp only [blochWave, zpow_zero, zpow_one] at h0 h1
    have q0 : -2 * t * c * a + x * b + (x * a + 2 * t * c * b) = E * (a + b) :=
      mul_right_cancel₀ (Complex.exp_ne_zero (k * ((0 : ℤ) : ℂ) * Complex.I))
        (by linear_combination h0)
    have q1 : -2 * t * c * a + x * b - (x * a + 2 * t * c * b) = E * (a - b) :=
      mul_right_cancel₀ (Complex.exp_ne_zero (k * ((1 : ℤ) : ℂ) * Complex.I))
        (by linear_combination h1)
    have ea : -2 * t * c * a + x * b = E * a := by linear_combination (q0 + q1) / 2
    have eb : x * a + 2 * t * c * b = E * b := by linear_combination (q0 - q1) / 2
    have hK : (E : ℂ) ^ 2 - (4 * t ^ 2 * c ^ 2 + x ^ 2) = 0 := by
      rcases hab with ha | hb
      · exact (mul_eq_zero.1 (by linear_combination (2 * t * c - E) * ea - x * eb :
          ((E : ℂ) ^ 2 - (4 * t ^ 2 * c ^ 2 + x ^ 2)) * a = 0)).resolve_right ha
      · exact (mul_eq_zero.1 (by linear_combination (-(E + 2 * t * c)) * eb - x * ea :
          ((E : ℂ) ^ 2 - (4 * t ^ 2 * c ^ 2 + x ^ 2)) * b = 0)).resolve_right hb
    have hE : E ^ 2 - (4 * t ^ 2 * c ^ 2 + x ^ 2) = 0 := by exact_mod_cast hK
    rw [← sub_eq_zero.1 hE, Real.sqrt_sq_eq_abs]
    exact neg_abs_le E
```

The parity argument excludes the Fermi points; the last step leaves an even integer equal to 1.

```lean
/-- A ring of `4m+2` sites has no momentum exactly at the Fermi points. -/
theorem cos_ne_zero (m j : ℕ) : Real.cos (kpt m j) ≠ 0 := by
  intro h
  obtain ⟨k, hk⟩ := Real.cos_eq_zero_iff.1 h
  rw [kpt, div_eq_iff (by positivity)] at hk
  have h1 : (2 * j : ℝ) = (2 * k + 1) * (2 * m + 1) :=
    mul_left_cancel₀ Real.pi_ne_zero (by linear_combination hk)
  have h2 : (2 * j : ℤ) = (2 * k + 1) * (2 * m + 1) := by exact_mod_cast h1
  have h3 : 2 * ((j : ℤ) - 2 * k * m - k - m) = 1 := by linear_combination h2
  omega
```

## From a least element to the square-root sum

The device that connects the definition to the formula is `IsLeast`. The ground energy is written with `sInf`, the infimum of a set of reals, which Lean also defines for the empty set and for sets unbounded below, where it returns 0 and would mean nothing physically. `IsLeast S e` says that `e` belongs to `S` and is less than or equal to every member. From this, `csInf_eq` concludes that the infimum is `e`. The first half is the explicit orbital and the second the elimination, so the square root is derived from the stationary equation and not inserted into the definition.

```lean
/-- For `t ≠ 0` the half-filled ring has energy `-(1/2) ∑ √(4t² cos² k + x²)`. -/
theorem groundEnergy_eq (m : ℕ) {t : ℝ} (ht : t ≠ 0) (x : ℝ) : groundEnergy m t x =
    -(1 / 2) * ∑ j ∈ Finset.range (4 * m + 2),
      √(4 * t ^ 2 * Real.cos (kpt m j) ^ 2 + x ^ 2) := by
  rw [groundEnergy, neg_mul, ← mul_neg, ← Finset.sum_neg_distrib]
  congr 1
  exact Finset.sum_congr rfl fun j _ => (isLeast_levels ht (cos_ne_zero m j) x).csInf_eq
```

This holds for either sign of $t$, and for every real $x$.

## Harmonic growth near the Fermi point

In the bound on $c_N/N$, `hy` computes the distance to the Fermi point and `Real.sin_le` supplies $\sin y\le y$. `Finset.sum_range_reflect` reverses the harmonic sum to match $i=m-j$, and the remaining momenta are discarded because their terms are nonnegative.

```lean
/-- For `t > 0` the coefficient per site lies below a negative multiple of the harmonic sum. -/
theorem cdwCoefficient_le (m : ℕ) {t : ℝ} (ht : 0 < t) : cdwCoefficient m t / (4 * m + 2)
    ≤ -(1 / (16 * π * t)) * ∑ i ∈ Finset.range (m + 1), 1 / ((i : ℝ) + 1) := by
  have hpi := Real.pi_pos
  have hN : (0 : ℝ) < 4 * m + 2 := by positivity
  have term : ∀ j ∈ Finset.range (m + 1), 1 / (((m + 1 - 1 - j : ℕ) : ℝ) + 1)
      ≤ 2 * π / (4 * m + 2) * (1 / |Real.cos (kpt m j)|) := by
    intro j hj
    have hj' : j ≤ m := by have := Finset.mem_range.1 hj; omega
    have hjm : (j : ℝ) ≤ m := by exact_mod_cast hj'
    -- distance of the momentum from the Fermi point
    have hy : π / 2 - kpt m j = π * (2 * (m - j) + 1) / (4 * m + 2) := by
      rw [kpt, eq_div_iff hN.ne', sub_mul, div_mul_cancel₀ _ hN.ne']; ring
    have hy0 : 0 ≤ π / 2 - kpt m j := by
      rw [hy]; exact div_nonneg (mul_nonneg hpi.le (by linarith)) hN.le
    have hθ : 0 ≤ kpt m j := by unfold kpt; positivity
    have hsin := Real.sin_le hy0
    have hsin0 := Real.sin_nonneg_of_nonneg_of_le_pi hy0 (by linarith)
    rw [Real.sin_pi_div_two_sub] at hsin hsin0
    rw [Nat.add_sub_cancel, Nat.cast_sub hj', mul_one_div,
      div_le_div_iff₀ (by linarith) (abs_pos.2 (cos_ne_zero m j)), one_mul, abs_of_nonneg hsin0]
    refine hsin.trans ?_
    rw [hy, div_mul_eq_mul_div]
    exact div_le_div_of_nonneg_right (by nlinarith) hN.le
  have key : ∑ i ∈ Finset.range (m + 1), 1 / ((i : ℝ) + 1) ≤ 2 * π / (4 * m + 2) *
      ∑ j ∈ Finset.range (4 * m + 2), 1 / |Real.cos (kpt m j)| := by
    rw [Finset.mul_sum, ← Finset.sum_range_reflect (fun i : ℕ => 1 / ((i : ℝ) + 1)) (m + 1)]
    exact (Finset.sum_le_sum term).trans (Finset.sum_le_sum_of_subset_of_nonneg
      (fun a ha => by simp only [Finset.mem_range] at *; omega) (fun _ _ _ => by positivity))
  have h1 : 1 / (16 * π * t) * (2 * π) = 1 / (8 * t) := by
    rw [div_mul_eq_mul_div, div_eq_div_iff (by positivity) (by positivity)]; ring
  have h2 := mul_le_mul_of_nonneg_left key (show 0 ≤ 1 / (16 * π * t) by positivity)
  rw [cdwCoefficient, ← h1, neg_mul, neg_mul, neg_div]
  refine neg_le_neg (h2.trans (le_of_eq ?_))
  ring
```

The final theorem has two parts. The first says that for every `m`, including the two-site ring `m = 0` (where both neighbours are the same site, so the total hopping amplitude is $-2t$), the difference quotient tends to $c_N$ as $x$ approaches 0 through nonzero values; this is the meaning of `𝓝[≠] 0`. The second says that $c_N/N$ tends to $-\infty$ as `m` grows. The limits are taken in that order, $x\to0$ first, and the theorem makes no statement about the infinite chain at fixed $x$.

In the proof, `lvl` is the expansion of one level: the quotient is replaced by $1/(\sqrt{A^2+x^2}+A)$, which is continuous at zero. The finite sum of these limits gives the first part. For the second, `tendsto_atBot_mono` transfers the divergence of the harmonic bound to $c_N/N$.

```lean
/-- For `t > 0` the energy of each half-filled ring of `4m+2` sites in the staggered potential `x`
has the finite `x²` coefficient `cdwCoefficient m t` at `x = 0`; per site, this coefficient tends to
minus infinity as `m` grows. -/
theorem cdw_instability {t : ℝ} (ht : 0 < t) :
    (∀ m, Tendsto (fun x => (groundEnergy m t x - groundEnergy m t 0) / x ^ 2) (𝓝[≠] 0)
      (𝓝 (cdwCoefficient m t))) ∧
    Tendsto (fun m : ℕ => cdwCoefficient m t / (4 * m + 2)) atTop atBot := by
  constructor
  · intro m
    -- second-order shift of a single level
    have lvl : ∀ j ∈ Finset.range (4 * m + 2), Tendsto (fun x : ℝ =>
        (√(4 * t ^ 2 * Real.cos (kpt m j) ^ 2 + x ^ 2)
          - √(4 * t ^ 2 * Real.cos (kpt m j) ^ 2 + 0 ^ 2)) / x ^ 2)
        (𝓝[≠] 0) (𝓝 (1 / (4 * t * |Real.cos (kpt m j)|))) := by
      intro j _
      have hc := abs_pos.2 (cos_ne_zero m j)
      generalize Real.cos (kpt m j) = c at *
      have ha : 0 < 2 * t * |c| := by positivity
      have hb : 4 * t ^ 2 * c ^ 2 = (2 * t * |c|) ^ 2 := by rw [mul_pow, sq_abs]; ring
      rw [hb, show 4 * t * |c| = 2 * t * |c| + 2 * t * |c| by ring]
      generalize 2 * t * |c| = a at *
      have h0 : √(a ^ 2 + 0 ^ 2) = a := by
        rw [show a ^ 2 + (0 : ℝ) ^ 2 = a ^ 2 by ring, Real.sqrt_sq ha.le]
      have hne : √(a ^ 2 + 0 ^ 2) + a ≠ 0 := by positivity
      have hcont : ContinuousAt (fun x : ℝ => 1 / (√(a ^ 2 + x ^ 2) + a)) 0 :=
        ContinuousAt.div continuousAt_const (by fun_prop) hne
      have h : Tendsto (fun x : ℝ => 1 / (√(a ^ 2 + x ^ 2) + a)) (𝓝 0)
        (𝓝 (1 / (√(a ^ 2 + 0 ^ 2) + a))) := hcont.tendsto
      rw [h0] at h ⊢
      refine (h.mono_left nhdsWithin_le_nhds).congr' ?_
      filter_upwards [self_mem_nhdsWithin] with x hx
      have hs := Real.sq_sqrt (add_nonneg (sq_nonneg a) (sq_nonneg x))
      rw [div_eq_div_iff (by positivity) (pow_ne_zero 2 hx)]
      linear_combination -hs
    have h := (tendsto_finsetSum _ lvl).const_mul (-(1 / 2))
    have hv : -(1 / 2) * ∑ j ∈ Finset.range (4 * m + 2), 1 / (4 * t * |Real.cos (kpt m j)|)
        = cdwCoefficient m t := by
      rw [cdwCoefficient, Finset.mul_sum, Finset.mul_sum]
      exact Finset.sum_congr rfl fun j _ => by ring
    rw [hv] at h
    refine h.congr fun x => ?_
    rw [groundEnergy_eq m ht.ne' x, groundEnergy_eq m ht.ne' 0, ← Finset.sum_div,
      Finset.sum_sub_distrib]
    ring
  · refine tendsto_atBot_mono (fun m => cdwCoefficient_le m ht) ?_
    have hneg : -(1 / (16 * π * t)) < 0 := neg_lt_zero.2 (by positivity)
    exact (Real.tendsto_sum_range_one_div_nat_succ_atTop.comp
      (tendsto_add_atTop_nat 1)).const_mul_atTop_of_neg hneg

end

end StaggeredRing
```

```lean
#print axioms StaggeredRing.blochWave_periodic
#print axioms StaggeredRing.cdw_instability
```

```
'StaggeredRing.blochWave_periodic' depends on axioms: [propext, Classical.choice, Quot.sound]
'StaggeredRing.cdw_instability' depends on axioms: [propext, Classical.choice, Quot.sound]
```
